# The sum and the reciprocal sum of Laguerre nodes are fixed by their number and the parameter $a$

A root finder applied to a Laguerre polynomial can converge twice to one root and miss another. The list it returns has the right length, and every entry passes the test of making the polynomial vanish, so the fault stays hidden if entries are only tested one at a time. A known value for the sum of all the nodes exposes it: replacing one node by a different one changes the sum.

Let $x_0,\dots,x_{n-1}$ be distinct nonzero reals and $a$ a real number such that, for every $i$,
$$\frac{a+1}{x_i}+\sum_{j\ne i}\frac{2}{x_i-x_j}=1 .$$
For $a>-1$ the roots of the Laguerre polynomial of degree $n$ with parameter $a$ are distinct and positive, and they satisfy this condition. The problems below show that, for $n\ge 1$,
$$\sum_i x_i=n(n+a),\qquad \sum_i\frac1{x_i}=\frac{n}{a+1},$$
and apply both rules to the radial nodes of a non-relativistic one-electron atom.

```lean
import Mathlib

open Finset Polynomial

namespace LaguerreNodeSumRules
```

For positive nodes and $a>-1$, the condition is a force balance on a line. Each node is repelled by the others with force $2/\text{distance}$ and by the origin with force $(a+1)/x_i$, while a constant unit force pulls it towards the origin.

In Lean the nodes are a function `x : Fin n → ℝ`, and `LaguerreNodes a x` collects the three assumptions: `distinct`, `ne_zero` and `balance`. The sum over `univ.erase i` runs over all $j\neq i$, and since the nodes are distinct and nonzero, no denominator vanishes. Neither positivity of the nodes nor $a>-1$ is assumed. The structure describes given nodes; it does not say that nodes exist for every $n$ and $a$.

```lean
/-- Distinct nonzero reals `x i` that satisfy the Laguerre balance equation
`(a+1)/x_i + ∑_{j ≠ i} 2/(x_i - x_j) = 1` at every node. -/
structure LaguerreNodes {n : ℕ} (a : ℝ) (x : Fin n → ℝ) : Prop where
  distinct : Function.Injective x
  ne_zero : ∀ i, x i ≠ 0
  balance : ∀ i, (a + 1) / x i + ∑ j ∈ univ.erase i, 2 / (x i - x j) = 1
```

## (a) The logarithmic derivative of a product

**Task.** For a finite set $s$ of indices let $P_s(t)=\prod_{j\in s}(t-x_j)$. Show that, if $y$ differs from every $x_j$ with $j\in s$,
$$P_s'(y)=P_s(y)\sum_{j\in s}\frac1{y-x_j}.$$

**Solution.** Use induction on $s$. For the empty set $P_s=1$, and both sides are zero. If an index $b\notin s$ is added, the product rule and the induction hypothesis give
$$P_s(y)+(y-x_b)P_s'(y)=(y-x_b)P_s(y)\Big[\frac1{y-x_b}+\sum_{j\in s}\frac1{y-x_j}\Big],$$
which is the claim for the larger set. The Lean proof follows the same induction; its last line uses $(y-x_b)\cdot\frac{1}{y-x_b}=1$.

```lean
/-- The logarithmic derivative of a product of linear factors, at a point that is not a root, is the
sum of the reciprocals of the signed differences `y - x j`; stated here multiplied by the value of
the product. -/
theorem eval_derivative_prod {n : ℕ} (x : Fin n → ℝ) (y : ℝ) (s : Finset (Fin n))
    (hy : ∀ j ∈ s, y ≠ x j) :
    eval y (derivative (∏ j ∈ s, (X - C (x j)))) =
      eval y (∏ j ∈ s, (X - C (x j))) * ∑ j ∈ s, 1 / (y - x j) := by
  induction s using Finset.induction_on with
  | empty => simp
  | insert b s hb ih =>
    have h1 : y - x b ≠ 0 := sub_ne_zero.2 (hy b (mem_insert_self b s))
    have ih' := ih (fun j hj => hy j (mem_insert_of_mem hj))
    have h2 : (y - x b) * (1 / (y - x b)) = 1 := mul_one_div_cancel h1
    rw [prod_insert hb, sum_insert hb, derivative_mul]
    simp only [derivative_sub, derivative_X, derivative_C, sub_zero, one_mul, eval_add,
      eval_mul, eval_sub, eval_X, eval_C, ih']
    linear_combination (-(eval y (∏ j ∈ s, (X - C (x j))))) * h2
```

## (b) From Laguerre's equation to the balance equation

**Task.** Let $p(t)=\prod_i(t-x_i)$ have distinct nonzero real roots and satisfy
$$t\,p''+(a+1-t)\,p'+n\,p=0 .$$
Show that the roots satisfy the balance equation.

**Solution.** Fix $i$ and write $p=(t-x_i)q$. Then $p'=q+(t-x_i)q'$ and $p''=2q'+(t-x_i)q''$, so at $t=x_i$
$$p=0,\qquad p'=q(x_i),\qquad p''=2q'(x_i).$$
The differential equation becomes $2x_iq'(x_i)+(a+1-x_i)q(x_i)=0$. By (a), $q'(x_i)=q(x_i)S_i$ with $S_i=\sum_{j\ne i}1/(x_i-x_j)$. Since the roots are distinct, $q(x_i)\neq0$ and can be cancelled:
$$2x_iS_i+a+1-x_i=0 .$$
Division by $x_i$ gives the balance equation.

In Lean, `hpq` is the factorisation, `hlog` is part (a), and `k` is the last display. The number $n$ is both the degree of $p$ and the coefficient in the equation. The Laguerre polynomial of degree $n$ with parameter $a$ solves this equation, and so does its monic multiple, because the equation is linear; this standard fact is not proved here. That $p$ solves the equation and has $n$ distinct nonzero real roots are hypotheses of the theorem.

```lean
/-- If the monic polynomial `p` with distinct nonzero roots `x i` solves Laguerre's equation
`X p'' + (a + 1 - X) p' + n p = 0`, its roots satisfy the balance equation. -/
theorem nodes_of_laguerre_equation {n : ℕ} {a : ℝ} {x : Fin n → ℝ}
    (hx : Function.Injective x) (h0 : ∀ i, x i ≠ 0) {p : ℝ[X]}
    (hp : p = ∏ i, (X - C (x i)))
    (hode : X * derivative (derivative p) + (C (a + 1) - X) * derivative p
      + C (n : ℝ) * p = 0) : LaguerreNodes a x := by
  refine ⟨hx, h0, fun i => ?_⟩
  have hne : ∀ j ∈ univ.erase i, x i ≠ x j := fun j hj =>
    hx.ne (Finset.ne_of_mem_erase hj).symm
  -- split off the factor that vanishes at the node
  obtain ⟨q, hq⟩ : ∃ q : ℝ[X], q = ∏ j ∈ univ.erase i, (X - C (x j)) := ⟨_, rfl⟩
  have hpq : p = (X - C (x i)) * q := by
    rw [hp, hq]
    exact (Finset.mul_prod_erase univ (fun j => X - C (x j)) (mem_univ i)).symm
  have hlog := eval_derivative_prod x (x i) (univ.erase i) hne
  rw [← hq] at hlog
  have hq0 : eval (x i) q ≠ 0 := by
    rw [hq, eval_prod, Finset.prod_ne_zero_iff]
    intro j hj
    simpa only [eval_sub, eval_X, eval_C] using sub_ne_zero.2 (hne j hj)
  have e := congrArg (eval (x i)) hode
  rw [hpq] at e
  simp only [derivative_mul, derivative_add, derivative_sub, derivative_X, derivative_C,
    sub_zero, one_mul, eval_add, eval_mul, eval_sub, eval_X, eval_C, eval_zero, sub_self,
    zero_mul, mul_zero, add_zero] at e
  rw [hlog] at e
  have k : 2 * x i * (∑ j ∈ univ.erase i, 1 / (x i - x j)) + (a + 1) - x i = 0 :=
    mul_left_cancel₀ hq0 (by linear_combination e)
  have h2 : ∑ j ∈ univ.erase i, 2 / (x i - x j)
      = 2 * ∑ j ∈ univ.erase i, 1 / (x i - x j) := by
    rw [mul_sum]
    exact sum_congr rfl fun j _ => by ring
  have h3 : (a + 1) / x i = 1 - 2 * ∑ j ∈ univ.erase i, 1 / (x i - x j) := by
    rw [div_eq_iff (h0 i)]
    linear_combination k
  rw [h2, h3]
  ring
```

## (c) The balance equation summed with weights

**Task.** Let $g_i$ be real weights, and let $q_{ij}$ satisfy $g_i-g_j=q_{ij}(x_i-x_j)$ for $i\ne j$. Show that
$$\sum_i g_i\frac{a+1}{x_i}+\sum_{i\neq j}q_{ij}=\sum_i g_i .$$

**Solution.** Multiply the balance equation by $g_i$ and sum over $i$. The pair term is $2T$, with
$$T=\sum_{i\ne j}\frac{g_i}{x_i-x_j}=\sum_{i\neq j}\frac{g_j}{x_j-x_i},$$
where the second form exchanges the names $i$ and $j$. Adding the two forms gives
$$2T=\sum_{i\ne j}\frac{g_i-g_j}{x_i-x_j}=\sum_{i\ne j}q_{ij}.$$

Lean writes the last sum as the full double sum minus its diagonal, so the values $q_{ii}$ cancel and may be chosen freely. The exchange of names is `hs`, the addition of the two forms is `e1`, and the weighted balance equation is `e3`. The steps `e2` and `e4` take out the factor 2 and split off the diagonal.

```lean
/-- The balance equation summed with weights `g i`: the pair term becomes the sum over `i ≠ j`
of the divided differences `q i j` of the weight. -/
theorem weighted_balance {n : ℕ} {a : ℝ} {x : Fin n → ℝ} (h : LaguerreNodes a x)
    (g : Fin n → ℝ) (q : Fin n → Fin n → ℝ)
    (hq : ∀ i j, i ≠ j → g i - g j = q i j * (x i - x j)) :
    ∑ i, g i * ((a + 1) / x i) + (∑ i, ∑ j, q i j - ∑ i, q i i) = ∑ i, g i := by
  -- exchange the names of the two nodes in the pair sum
  have hs : ∑ i, ∑ j ∈ univ.erase i, g i / (x i - x j)
      = ∑ i, ∑ j ∈ univ.erase i, g j / (x j - x i) := by
    apply Finset.sum_comm'
    intro i j
    simp only [mem_erase, mem_univ, and_true, true_and]
    exact ne_comm
  have e1 : ∑ i, ∑ j ∈ univ.erase i, q i j
      = ∑ i, ∑ j ∈ univ.erase i, g i / (x i - x j)
        + ∑ i, ∑ j ∈ univ.erase i, g j / (x j - x i) := by
    simp only [← sum_add_distrib]
    refine sum_congr rfl fun i _ => sum_congr rfl fun j hj => ?_
    have hij : i ≠ j := (Finset.ne_of_mem_erase hj).symm
    have hd : x i - x j ≠ 0 := sub_ne_zero.2 (h.distinct.ne hij)
    rw [← neg_sub (x i) (x j), div_neg, ← sub_eq_add_neg, ← sub_div, hq i j hij,
      mul_div_cancel_right₀ _ hd]
  have e2 : ∑ i, g i * ∑ j ∈ univ.erase i, 2 / (x i - x j)
      = 2 * ∑ i, ∑ j ∈ univ.erase i, g i / (x i - x j) := by
    simp only [mul_sum]
    exact sum_congr rfl fun i _ => sum_congr rfl fun j _ => by ring
  have e3 : ∑ i, g i * ((a + 1) / x i) + ∑ i, g i * ∑ j ∈ univ.erase i, 2 / (x i - x j)
      = ∑ i, g i := by
    rw [← sum_add_distrib]
    exact sum_congr rfl fun i _ => by rw [← mul_add, h.balance i, mul_one]
  have e4 : ∑ i, ∑ j ∈ univ.erase i, q i j = ∑ i, ∑ j, q i j - ∑ i, q i i := by
    rw [← sum_sub_distrib]
    refine sum_congr rfl fun i _ => ?_
    have := Finset.add_sum_erase univ (q i) (mem_univ i)
    linarith
  linarith
```

## (d) The sum of the nodes

**Task.** Show that $\sum_i x_i=n(n+a)$.

**Solution.** Take $g_i=x_i$ in (c), so that $q_{ij}=1$. The first term is $n(a+1)$, and there are $n^2-n$ ordered pairs. Hence
$$\sum_i x_i=n(a+1)+n^2-n=n(n+a).$$

```lean
/-- The nodes sum to `n (n + a)`. -/
theorem node_sum {n : ℕ} {a : ℝ} {x : Fin n → ℝ} (h : LaguerreNodes a x) :
    ∑ i, x i = n * (n + a) := by
  have w := weighted_balance h x (fun _ _ => 1) (fun i j _ => by ring)
  have e : ∑ i, x i * ((a + 1) / x i) = ∑ _i : Fin n, (a + 1) :=
    sum_congr rfl fun i _ => mul_div_cancel₀ _ (h.ne_zero i)
  rw [e] at w
  simp only [sum_const, card_univ, Fintype.card_fin, nsmul_eq_mul] at w
  linear_combination -w
```

## (e) The sum of the reciprocals, before division

**Task.** Show that $(a+1)\sum_i 1/x_i=n$.

**Solution.** Take $g_i=1$ in (c), so that $q_{ij}=0$. The pair term vanishes: the mutual forces cancel in the total. What remains is $\sum_i(a+1)/x_i=n$.

```lean
/-- The reciprocals of the nodes, summed and multiplied by `a + 1`, give the number of nodes. -/
theorem node_reciprocal_sum {n : ℕ} {a : ℝ} {x : Fin n → ℝ} (h : LaguerreNodes a x) :
    (a + 1) * ∑ i, 1 / x i = n := by
  have w := weighted_balance h (fun _ => 1) (fun _ _ => 0) (fun i j _ => by ring)
  have e : (a + 1) * ∑ i, 1 / x i = ∑ i, 1 * ((a + 1) / x i) := by
    rw [mul_sum]
    exact sum_congr rfl fun i _ => by ring
  rw [e]
  simpa using w
```

## (f) Both sum rules

**Task.** For $n\ge1$, show that $a+1\ne0$ and deduce the two sum rules.

**Solution.** If $a+1$ were zero, (e) would read $0=n$, which contradicts $n\ge1$. Division of (e) by $a+1$ gives $\sum_i1/x_i=n/(a+1)$, and (d) supplies the other rule. The balance equation itself therefore excludes $a=-1$.

The smallest case is $n=1$. There are no pairs, the balance equation reads $(a+1)/x_0=1$, and the single node is $x_0=a+1$, in agreement with both rules.

The Lean theorem states the three conclusions together, with `hn : 0 < n` as the only assumption besides `LaguerreNodes a x`.

```lean
/-- Laguerre node sum rules: for at least one node, the nodes sum to `n (n + a)`, the number
`a + 1` is nonzero, and the reciprocals of the nodes sum to `n / (a + 1)`. -/
theorem laguerre_node_sum_rules {n : ℕ} {a : ℝ} {x : Fin n → ℝ} (hn : 0 < n)
    (h : LaguerreNodes a x) :
    ∑ i, x i = n * (n + a) ∧ a + 1 ≠ 0 ∧ ∑ i, 1 / x i = n / (a + 1) := by
  have k := node_reciprocal_sum h
  have hn' : (n : ℝ) ≠ 0 := Nat.cast_ne_zero.2 hn.ne'
  have ha : a + 1 ≠ 0 := by
    intro ha
    rw [ha, zero_mul] at k
    exact hn' k.symm
  refine ⟨node_sum h, ha, ?_⟩
  rw [eq_div_iff ha]
  linear_combination k
```

## (g) Squares and inverse squares

**Task.** Show that
$$\sum_i x_i^2=n(n+a)(2n+a-1),\qquad (a+1)^2(a+2)\sum_i\frac1{x_i^2}=n(n+a+1).$$

**Solution.** For the first identity take $g_i=x_i^2$ and $q_{ij}=x_i+x_j$. The full double sum of $q_{ij}$ is $2n\sum_ix_i$ and its diagonal is $2\sum_ix_i$, so
$$\sum_i x_i^2=(a+1+2n-2)\sum_i x_i=(2n+a-1)\,n(n+a).$$

For the second take $g_i=1/x_i$ and $q_{ij}=-1/(x_ix_j)$. With $R=\sum_i1/x_i$ and $Q=\sum_i1/x_i^2$, part (c) gives
$$(a+1)Q-R^2+Q=R,\qquad\text{so}\qquad (a+2)Q=R+R^2 .$$
Multiply by $(a+1)^2$ and insert $(a+1)R=n$ from (e). The right-hand side becomes $(a+1)n+n^2=n(n+a+1)$.

The second identity is left undivided because $a=-2$ can occur: the single node $x_0=-1$ is an example. Both sides are then zero, and the identity does not determine $Q$.

```lean
/-- The sum of the squares of the nodes, and the sum of their inverse squares multiplied by `(a + 1)
^ 2 * (a + 2)`, in terms of `n` and `a`. -/
theorem second_moments {n : ℕ} {a : ℝ} {x : Fin n → ℝ} (h : LaguerreNodes a x) :
    ∑ i, x i ^ 2 = n * (n + a) * (2 * n + a - 1) ∧
      (a + 1) ^ 2 * (a + 2) * ∑ i, (1 / x i) ^ 2 = n * (n + a + 1) := by
  constructor
  · have w := weighted_balance h (fun i => x i ^ 2) (fun i j => x i + x j)
      (fun i j _ => by ring)
    have e : ∑ i, x i ^ 2 * ((a + 1) / x i) = (a + 1) * ∑ i, x i := by
      rw [mul_sum]
      refine sum_congr rfl fun i _ => ?_
      have := h.ne_zero i
      field_simp
    rw [e] at w
    simp only [sum_add_distrib, sum_const, card_univ, Fintype.card_fin, nsmul_eq_mul,
      ← mul_sum] at w
    linear_combination -w + (2 * n + a - 1) * node_sum h
  · have w := weighted_balance h (fun i => 1 / x i) (fun i j => -(1 / x i * (1 / x j)))
      (fun i j _ => by
        have hi := h.ne_zero i
        have hj := h.ne_zero j
        field_simp
        ring)
    have e : ∑ i, 1 / x i * ((a + 1) / x i) = (a + 1) * ∑ i, (1 / x i) ^ 2 := by
      rw [mul_sum]
      exact sum_congr rfl fun i _ => by ring
    have e' : ∑ i, 1 / x i * (1 / x i) = ∑ i, (1 / x i) ^ 2 :=
      sum_congr rfl fun i _ => by ring
    rw [e] at w
    simp only [sum_neg_distrib, ← Finset.sum_mul_sum] at w
    rw [e'] at w
    linear_combination (a + 1) ^ 2 * w
      + ((a + 1) + (a + 1) * (∑ i, 1 / x i) + n) * node_reciprocal_sum h
```

## (h) Radial nodes of a one-electron atom

**Task.** A hydrogenic radial function with angular momentum $l$ and $k$ radial nodes has principal quantum number $N=k+l+1$. In atomic units, with a fixed point nucleus of charge $Z$, the function is, up to a constant, $r^l e^{-Zr/N}$ times the Laguerre polynomial of degree $k$ with $a=2l+1$ in the variable $2Zr/N$. The radial nodes are the roots of this polynomial; the zero at $r=0$ for $l\ge1$ is not counted. Find the sums of the node radii $r_i$ and of their reciprocals.

**Solution.** Put $\rho_i=2Zr_i/N$. Part (d), with $k$ nodes, gives $\sum_i\rho_i=k(k+2l+1)$, hence
$$Z\sum_i r_i=\frac{N\,k\,(k+2l+1)}2 .$$
Part (e) gives $(2l+2)\sum_i1/\rho_i=k$. Since $1/r_i=(2Z/N)(1/\rho_i)$,
$$(l+1)\sum_i\frac1{r_i}=\frac{Zk}{N}.$$
For the 2s function, $k=1$ and $l=0$, so the single node lies at $r_0=2/Z$. These are sums over node positions and not expectation values of $r$ and $1/r$.

The Lean hypothesis `h` says that the scaled radii are Laguerre nodes with $a=2l+1$. This is where the physics enters: the theorem starts from that condition and does not derive it from the Schrödinger equation. The charge `Z` is any real number, and `h` forces it to be nonzero as soon as there is a node. In the proof, `s` and `t` are parts (d) and (e) for the scaled radii, and the remaining steps undo the scaling.

```lean
/-- Hydrogenic radial nodes: let `k` radii `r i`, scaled by `2Z/N` with `N = k + l + 1`, be
Laguerre nodes with `a = 2l + 1`. Then the sums of `r i` and of `1 / r i` are fixed by
`Z`, `k` and `l`. -/
theorem hydrogenic_node_sum_rules {k : ℕ} (l : ℕ) (Z : ℝ) (r : Fin k → ℝ)
    (h : LaguerreNodes (2 * (l : ℝ) + 1) (fun i => 2 * Z / ((k : ℝ) + l + 1) * r i)) :
    Z * ∑ i, r i = ((k : ℝ) + l + 1) * k * (k + 2 * l + 1) / 2 ∧
      ((l : ℝ) + 1) * ∑ i, 1 / r i = Z * k / ((k : ℝ) + l + 1) := by
  have hN : (k : ℝ) + l + 1 ≠ 0 := by positivity
  constructor
  · have s := node_sum h
    rw [← mul_sum] at s
    have e : Z * ∑ i, r i
        = ((k : ℝ) + l + 1) / 2 * (2 * Z / ((k : ℝ) + l + 1) * ∑ i, r i) := by
      field_simp
    rw [e, s]
    ring
  · have t := node_reciprocal_sum h
    have aux : ∀ c y : ℝ, c * y ≠ 0 → 1 / y = c * (1 / (c * y)) := by
      intro c y hcy
      have hc : c ≠ 0 := left_ne_zero_of_mul hcy
      have hy : y ≠ 0 := right_ne_zero_of_mul hcy
      field_simp
    have e : ∑ i, 1 / r i = 2 * Z / ((k : ℝ) + l + 1)
        * ∑ i, 1 / (2 * Z / ((k : ℝ) + l + 1) * r i) := by
      rw [mul_sum]
      exact sum_congr rfl fun i _ => aux _ _ (h.ne_zero i)
    rw [e]
    linear_combination (Z / ((k : ℝ) + l + 1)) * t
```

## (i) A pair of nodes with integer values

**Task.** Check that 6 and 12 are Laguerre nodes for $a=7$.

**Solution.** The points are distinct and nonzero, and
$$\frac86+\frac2{6-12}=\frac43-\frac13=1,\qquad \frac8{12}+\frac2{12-6}=\frac23+\frac13=1 .$$
The sum rules give the same values as direct addition: $6+12=18=2(2+7)$ and $\frac16+\frac1{12}=\frac14=\frac28$. In (h) this is the case $l=3$, $k=2$, $N=6$, the 6f function, with nodes at $18/Z$ and $36/Z$.

The Lean proof treats the two indices separately; for each, the sum over the other nodes has a single term.

```lean
/-- The points 6 and 12 are Laguerre nodes for `a = 7`. -/
theorem laguerreNodes_witness : LaguerreNodes (n := 2) 7 ![6, 12] := by
  have h0 : univ.erase (0 : Fin 2) = {1} := by decide
  have h1 : univ.erase (1 : Fin 2) = {0} := by decide
  refine ⟨?_, ?_, ?_⟩
  · intro i j hij
    fin_cases i <;> fin_cases j <;> first | rfl | (norm_num at hij)
  · rw [Fin.forall_fin_two]
    constructor <;> norm_num
  · rw [Fin.forall_fin_two]
    constructor
    · rw [h0, sum_singleton]
      norm_num
    · rw [h1, sum_singleton]
      norm_num

end LaguerreNodeSumRules
```

```lean
#print axioms LaguerreNodeSumRules.nodes_of_laguerre_equation
#print axioms LaguerreNodeSumRules.laguerre_node_sum_rules
#print axioms LaguerreNodeSumRules.second_moments
#print axioms LaguerreNodeSumRules.hydrogenic_node_sum_rules
```

```
'LaguerreNodeSumRules.nodes_of_laguerre_equation' depends on axioms: [propext, Classical.choice, Quot.sound]
'LaguerreNodeSumRules.laguerre_node_sum_rules' depends on axioms: [propext, Classical.choice, Quot.sound]
'LaguerreNodeSumRules.second_moments' depends on axioms: [propext, Classical.choice, Quot.sound]
'LaguerreNodeSumRules.hydrogenic_node_sum_rules' depends on axioms: [propext, Classical.choice, Quot.sound]
```
